# The noncollinear Dudarev energy is unitarily invariant, and for U ≠ 0 dropping the spin-off-diagonal blocks breaks this

## One electron in one orbital

Put one electron in a single orbital. With its spin along z or along x, the occupation matrix in the basis (↑, ↓) is

\[
n_z=\begin{pmatrix}1&0\\0&0\end{pmatrix},\qquad
n_x=\frac12\begin{pmatrix}1&1\\1&1\end{pmatrix}.
\]

The Dudarev correction of DFT+U assigns to an occupation matrix \(n\) the energy \(E(n)=\frac U2\operatorname{tr}(n-n^2)\), which for \(U>0\) penalises fractional occupation. Here \(U\) is the effective on-site interaction, often written \(U-J\) or \(U_{\text{eff}}\). Both matrices satisfy \(n^2=n\), so both energies are zero: turning the spin costs nothing.

Now delete the off-diagonal entries and keep only the spin-diagonal ones, which are all that a collinear DFT+U energy contains. The matrix \(n_z\) is unchanged, but \(n_x\) becomes \(\operatorname{diag}(\tfrac12,\tfrac12)\), with energy \(\frac U2(1-\tfrac12)=\frac U4\). The electron now looks like two half-occupied spin channels, and the energy depends on the spin direction.

## Charge and moments of a spinor occupation matrix

For several orbitals, \(n\) has four spin blocks, each a matrix over the orbitals. Define

\[
\rho=n_{\uparrow\uparrow}+n_{\downarrow\downarrow},\quad
m_x=n_{\uparrow\downarrow}+n_{\downarrow\uparrow},\quad
m_y=i(n_{\uparrow\downarrow}-n_{\downarrow\uparrow}),\quad
m_z=n_{\uparrow\uparrow}-n_{\downarrow\downarrow}.
\]

With the Pauli matrices \(\sigma_a\), this gives \(n=\frac12(\rho\otimes1+\sum_a m_a\otimes\sigma_a)\). If \(n\) is Hermitian, then \(n_{\uparrow\downarrow}^\dagger=n_{\downarrow\uparrow}\), and all four components are Hermitian.

Since \(\operatorname{tr}(A\otimes B)=\operatorname{tr}A\,\operatorname{tr}B\) and \(\operatorname{tr}\sigma_a=0\), we have \(\operatorname{tr}n=\operatorname{tr}\rho\). The square is

\[
n^2=\tfrac14\Big(\rho^2\otimes1+\sum_a(\rho m_a+m_a\rho)\otimes\sigma_a+\sum_{a,b}m_am_b\otimes\sigma_a\sigma_b\Big).
\]

The middle term is traceless, and \(\operatorname{tr}(\sigma_a\sigma_b)=2\delta_{ab}\). Hence

\[
E(n)=\frac U2\Big[\operatorname{tr}\rho-\tfrac12\Big(\operatorname{tr}\rho^2+\sum_a\operatorname{tr}m_a^2\Big)\Big].
\]

## Invariance, and what the truncation removes

Let \(V\) be unitary on orbital ⊗ spin space. Then \((VnV^\dagger)^2=Vn^2V^\dagger\) because \(V^\dagger V=1\), and cyclicity of the trace gives \(E(VnV^\dagger)=E(n)\). This includes unitaries that mix orbital and spin.

The matrices \(1\) and \(\sigma_z\) are diagonal, while \(\sigma_x\) and \(\sigma_y\) are purely off-diagonal. Deleting the spin-off-diagonal blocks therefore replaces \((m_x,m_y,m_z)\) by \((0,0,m_z)\). Subtracting the two energy formulas gives

\[
E_{\text{trunc}}-E=\frac U4\left(\operatorname{tr}m_x^2+\operatorname{tr}m_y^2\right).
\]

For Hermitian \(A\), \(\operatorname{tr}A^2=\sum_{ij}|A_{ij}|^2\), which vanishes only for \(A=0\). So for \(U\neq0\) and Hermitian \(m_x,m_y\), the truncated energy is exact precisely when \(m_x=m_y=0\).

For one electron in a normalised orbital \(\varphi\) with spin along a unit vector \(e\), set \(P=|\varphi\rangle\langle\varphi|\). Then \(\rho=P\), \(m_a=e_aP\) and \(\operatorname{tr}P=\operatorname{tr}P^2=1\), so

\[
E=\frac U4(1-|e|^2)=0,\qquad E_{\text{trunc}}=\frac U4(1-e_z^2).
\]

The unitary \(R=\frac{1+i}2(\sigma_x+\sigma_z)\) turns z-polarisation into x-polarisation. Because \(\left|\frac{1+i}2\right|^2=\frac12\),

\[
R\,n_zR^\dagger=\frac12\begin{pmatrix}1&1\\1&-1\end{pmatrix}\begin{pmatrix}1&0\\0&0\end{pmatrix}\begin{pmatrix}1&1\\1&-1\end{pmatrix}=n_x .
\]

In a noncollinear DFT+U calculation, a correction built only from the spin-diagonal blocks thus adds a spurious dependence on the spin axis, of size \(U/4\) between z and x for one electron whose normalised orbital is held fixed while its spin is turned.

## The statements in Lean

The finite type `o` labels the orbitals, and an occupation matrix is a complex matrix indexed by `o × Fin 2`, with spin index 0 for up and 1 for down. The Pauli index 0, 1, 2 means x, y, z, so `m 2` is \(m_z\). Adjoints are conjugate transposes, which presupposes an orthonormal orbital basis.

`spinor ρ m` is the charge and moment form, `dudarev U n` the energy, and `spinDiagonal n` the truncated matrix. `electron φ e` is \(P\otimes\frac12(1+e\cdot\sigma)\); normalisation of `φ` and unit length of `e` enter as hypotheses of the theorems. The energy is typed as a complex number, and it is real for Hermitian \(n\). The energy formulas and the unitary invariance need no Hermiticity; `exists_charge_moment` connects them to every Hermitian occupation matrix.

The matrix \(n\) is given throughout. In a self-consistent calculation it would respond to the change of functional, and the energy differences here leave out that relaxation.

```lean
import Mathlib

open Matrix
open scoped Kronecker

namespace NoncollinearDudarev

noncomputable section

variable {o : Type*} [Fintype o] [DecidableEq o]

/-- The Pauli matrices, numbered 0, 1, 2 for x, y, z. -/
def pauli : Fin 3 → Matrix (Fin 2) (Fin 2) ℂ :=
  ![!![0, 1; 1, 0], !![0, -Complex.I; Complex.I, 0], !![1, 0; 0, -1]]

/-- The spinor occupation matrix `(ρ ⊗ 1 + ∑ m_a ⊗ σ_a) / 2` with charge part `ρ` and
magnetic parts `m_a`. -/
def spinor (ρ : Matrix o o ℂ) (m : Fin 3 → Matrix o o ℂ) :
    Matrix (o × Fin 2) (o × Fin 2) ℂ :=
  (1 / 2 : ℂ) • (ρ ⊗ₖ (1 : Matrix (Fin 2) (Fin 2) ℂ) + ∑ a, m a ⊗ₖ pauli a)

/-- The Dudarev energy `U tr(n - n²) / 2` of an occupation matrix `n`. -/
def dudarev (U : ℝ) (n : Matrix (o × Fin 2) (o × Fin 2) ℂ) : ℂ :=
  (U : ℂ) / 2 * (n - n * n).trace

/-- The occupation matrix with its spin-off-diagonal blocks set to zero. -/
def spinDiagonal (n : Matrix (o × Fin 2) (o × Fin 2) ℂ) :
    Matrix (o × Fin 2) (o × Fin 2) ℂ :=
  Matrix.of fun p q => if p.2 = q.2 then n p q else 0

/-- The density matrix `|φ⟩⟨φ|` of an orbital `φ`. -/
def orbitalDensity (φ : o → ℂ) : Matrix o o ℂ :=
  Matrix.of fun i j => φ i * star (φ j)

/-- The occupation matrix `|φ⟩⟨φ| ⊗ (1 + e·σ) / 2` of an electron in the orbital `φ` with
spin polarization `e`. -/
def electron (φ : o → ℂ) (e : Fin 3 → ℝ) : Matrix (o × Fin 2) (o × Fin 2) ℂ :=
  orbitalDensity φ ⊗ₖ ((1 / 2 : ℂ) • (1 + ∑ a, (e a : ℂ) • pauli a))

/-- The unitary `(1 + i)/2 · (σ_x + σ_z)`, which is, up to a phase, the half-turn of the spin about
the axis midway between x and z. -/
def spinRotation : Matrix (Fin 2) (Fin 2) ℂ :=
  ((1 + Complex.I) / 2) • !![1, 1; 1, -1]

omit [Fintype o] [DecidableEq o] in
/-- Every Hermitian occupation matrix has a charge part and three magnetic parts, all of them
Hermitian. -/
theorem exists_charge_moment (n : Matrix (o × Fin 2) (o × Fin 2) ℂ) (hn : n.IsHermitian) :
    ∃ (ρ : Matrix o o ℂ) (m : Fin 3 → Matrix o o ℂ),
      ρ.IsHermitian ∧ (∀ a, (m a).IsHermitian) ∧ n = spinor ρ m := by
  have h : ∀ p q, star (n p q) = n q p := fun p q => hn.apply q p
  have hI : star Complex.I = -Complex.I := Complex.conj_I
  refine ⟨Matrix.of fun i j => n (i, 0) (j, 0) + n (i, 1) (j, 1),
    ![Matrix.of fun i j => n (i, 0) (j, 1) + n (i, 1) (j, 0),
      Matrix.of fun i j => Complex.I * (n (i, 0) (j, 1) - n (i, 1) (j, 0)),
      Matrix.of fun i j => n (i, 0) (j, 0) - n (i, 1) (j, 1)], ?_, ?_, ?_⟩
  · ext i j
    change star (n (j, 0) (i, 0) + n (j, 1) (i, 1)) = n (i, 0) (j, 0) + n (i, 1) (j, 1)
    rw [star_add, h, h]
  · intro a
    fin_cases a
    · ext i j
      change star (n (j, 0) (i, 1) + n (j, 1) (i, 0)) = n (i, 0) (j, 1) + n (i, 1) (j, 0)
      rw [star_add, h, h, add_comm]
    · ext i j
      change star (Complex.I * (n (j, 0) (i, 1) - n (j, 1) (i, 0))) =
        Complex.I * (n (i, 0) (j, 1) - n (i, 1) (j, 0))
      rw [star_mul', star_sub, h, h, hI]
      ring
    · ext i j
      change star (n (j, 0) (i, 0) - n (j, 1) (i, 1)) = n (i, 0) (j, 0) - n (i, 1) (j, 1)
      rw [star_sub, h, h]
  · ext ⟨i, s⟩ ⟨j, t⟩
    fin_cases s <;> fin_cases t <;>
      simp [spinor, pauli, Fin.sum_univ_three] <;>
      ring_nf <;> simp only [Complex.I_sq] <;> ring

/-- The Pauli matrices are traceless and orthogonal in the trace product. -/
theorem pauli_trace : (∀ a, (pauli a).trace = 0) ∧
    ∀ a b, (pauli a * pauli b).trace = if a = b then 2 else 0 := by
  constructor
  · intro a
    fin_cases a <;> simp [pauli, Matrix.trace_fin_two]
  · intro a b
    fin_cases a <;> fin_cases b <;>
      simp [pauli, Matrix.trace_fin_two] <;> norm_num

/-- The Dudarev energy in terms of charge and magnetization:
`U (tr ρ - (tr ρ² + ∑ tr m_a²) / 2) / 2`. -/
theorem dudarev_spinor (U : ℝ) (ρ : Matrix o o ℂ) (m : Fin 3 → Matrix o o ℂ) :
    dudarev U (spinor ρ m) =
      (U : ℂ) / 2 * (ρ.trace - ((ρ * ρ).trace + ∑ a, (m a * m a).trace) / 2) := by
  have h1 : (spinor ρ m).trace = ρ.trace := by
    simp only [spinor, trace_smul, trace_add, trace_sum, trace_kronecker, pauli_trace.1,
      mul_zero, Finset.sum_const_zero, trace_one, Fintype.card_fin, smul_eq_mul]
    push_cast
    ring
  -- only the four diagonal products survive the spin trace
  have h2 : (spinor ρ m * spinor ρ m).trace =
      ((ρ * ρ).trace + ∑ a, (m a * m a).trace) / 2 := by
    simp only [spinor, Fin.sum_univ_three, smul_mul_assoc, mul_smul_comm, add_mul, mul_add,
      ← mul_kronecker_mul, trace_smul, trace_add, trace_kronecker, one_mul, mul_one,
      pauli_trace.1, pauli_trace.2, trace_one, Fintype.card_fin, smul_eq_mul,
      Fin.reduceEq, reduceIte]
    push_cast
    ring
  rw [dudarev, trace_sub, h1, h2]

/-- The Dudarev energy is invariant under every unitary that acts on orbitals and spin. -/
theorem dudarev_unitary (U : ℝ) (n V : Matrix (o × Fin 2) (o × Fin 2) ℂ)
    (hV : V ∈ Matrix.unitaryGroup (o × Fin 2) ℂ) :
    dudarev U (V * n * Vᴴ) = dudarev U n := by
  have h : Vᴴ * V = 1 := Matrix.mem_unitaryGroup_iff'.mp hV
  have hsq : V * n * Vᴴ * (V * n * Vᴴ) = V * (n * n) * Vᴴ := by
    calc V * n * Vᴴ * (V * n * Vᴴ) = V * n * (Vᴴ * V) * n * Vᴴ := by noncomm_ring
      _ = V * (n * n) * Vᴴ := by rw [h]; noncomm_ring
  have ht : ∀ A : Matrix (o × Fin 2) (o × Fin 2) ℂ, (V * A * Vᴴ).trace = A.trace := by
    intro A
    rw [trace_mul_comm, ← mul_assoc, h, one_mul]
  rw [dudarev, dudarev, hsq, trace_sub, trace_sub, ht, ht]

/-- Without the spin-off-diagonal blocks the energy is `U (tr ρ - (tr ρ² + tr m_z²) / 2) / 2`: of
the three magnetic parts, only the z part enters. -/
theorem dudarev_spinDiagonal (U : ℝ) (ρ : Matrix o o ℂ) (m : Fin 3 → Matrix o o ℂ) :
    dudarev U (spinDiagonal (spinor ρ m)) =
      (U : ℂ) / 2 * (ρ.trace - ((ρ * ρ).trace + (m 2 * m 2).trace) / 2) := by
  have h : spinDiagonal (spinor ρ m) = spinor ρ ![0, 0, m 2] := by
    ext ⟨i, s⟩ ⟨j, t⟩
    fin_cases s <;> fin_cases t <;>
      simp [spinDiagonal, spinor, pauli, Fin.sum_univ_three]
  rw [h, dudarev_spinor]
  simp [Fin.sum_univ_three]

/-- For `U ≠ 0` and Hermitian x and y magnetizations, dropping the spin-off-diagonal blocks
leaves the energy unchanged exactly when both of these magnetizations vanish. -/
theorem spinDiagonal_exact_iff (U : ℝ) (hU : U ≠ 0) (ρ : Matrix o o ℂ)
    (m : Fin 3 → Matrix o o ℂ) (hx : (m 0).IsHermitian) (hy : (m 1).IsHermitian) :
    dudarev U (spinDiagonal (spinor ρ m)) = dudarev U (spinor ρ m) ↔ m 0 = 0 ∧ m 1 = 0 := by
  -- tr A² is the sum of the squared moduli of the entries
  have tr_sq : ∀ A : Matrix o o ℂ, A.IsHermitian →
      (A * A).trace = ((∑ i, ∑ j, Complex.normSq (A i j) : ℝ) : ℂ) := by
    intro A hA
    simp only [Matrix.trace, Matrix.diag_apply, Matrix.mul_apply, Complex.ofReal_sum]
    refine Finset.sum_congr rfl fun i _ => Finset.sum_congr rfl fun j _ => ?_
    have hij : A j i = star (A i j) := (hA.apply j i).symm
    rw [hij]
    exact Complex.mul_conj _
  have nonneg : ∀ A : Matrix o o ℂ, 0 ≤ ∑ i, ∑ j, Complex.normSq (A i j) := fun A =>
    Finset.sum_nonneg fun i _ => Finset.sum_nonneg fun j _ => Complex.normSq_nonneg _
  have zero : ∀ A : Matrix o o ℂ, ∑ i, ∑ j, Complex.normSq (A i j) = 0 → A = 0 := by
    intro A hA
    ext i j
    have h1 := (Finset.sum_eq_zero_iff_of_nonneg (fun i _ =>
      Finset.sum_nonneg fun j _ => Complex.normSq_nonneg (A i j))).mp hA i (Finset.mem_univ i)
    have h2 := (Finset.sum_eq_zero_iff_of_nonneg (fun j _ =>
      Complex.normSq_nonneg (A i j))).mp h1 j (Finset.mem_univ j)
    exact Complex.normSq_eq_zero.mp h2
  rw [dudarev_spinDiagonal, dudarev_spinor, Fin.sum_univ_three]
  constructor
  · intro h
    have hU' : (U : ℂ) ≠ 0 := Complex.ofReal_ne_zero.mpr hU
    have hc : (m 0 * m 0).trace + (m 1 * m 1).trace = 0 := by
      apply mul_left_cancel₀ hU'
      linear_combination 4 * h
    rw [tr_sq _ hx, tr_sq _ hy, ← Complex.ofReal_add, Complex.ofReal_eq_zero] at hc
    have p0 := nonneg (m 0)
    have p1 := nonneg (m 1)
    exact ⟨zero _ (by linarith), zero _ (by linarith)⟩
  · rintro ⟨h0, h1⟩
    simp [h0, h1]

/-- One electron in a normalized orbital, polarized along a unit vector `e`, has Dudarev energy
zero, and `U (1 - e_z²) / 4` once the spin-off-diagonal blocks are dropped. -/
theorem one_electron (U : ℝ) (φ : o → ℂ) (hφ : ∑ i, φ i * star (φ i) = 1)
    (e : Fin 3 → ℝ) (he : e 0 ^ 2 + e 1 ^ 2 + e 2 ^ 2 = 1) :
    dudarev U (electron φ e) = 0 ∧
      dudarev U (spinDiagonal (electron φ e)) = (U : ℂ) / 4 * (1 - (e 2 : ℂ) ^ 2) := by
  have hs : electron φ e =
      spinor (orbitalDensity φ) (fun a => (e a : ℂ) • orbitalDensity φ) := by
    ext ⟨i, s⟩ ⟨j, t⟩
    simp only [electron, spinor, Fin.sum_univ_three, kroneckerMap_apply, Matrix.smul_apply,
      Matrix.add_apply, smul_eq_mul]
    ring
  have hP : (orbitalDensity φ).trace = 1 := hφ
  have hPP : (orbitalDensity φ * orbitalDensity φ).trace = 1 := by
    calc (orbitalDensity φ * orbitalDensity φ).trace
        = ∑ i, ∑ j, (φ i * star (φ i)) * (φ j * star (φ j)) := by
          simp only [Matrix.trace, Matrix.diag_apply, Matrix.mul_apply, orbitalDensity,
            Matrix.of_apply]
          refine Finset.sum_congr rfl fun i _ => Finset.sum_congr rfl fun j _ => ?_
          ring
      _ = 1 := by rw [← Finset.sum_mul_sum, hφ, one_mul]
  have he' : (e 0 : ℂ) ^ 2 + (e 1 : ℂ) ^ 2 + (e 2 : ℂ) ^ 2 = 1 := by exact_mod_cast he
  rw [hs, dudarev_spinor, dudarev_spinDiagonal]
  simp only [Fin.sum_univ_three, smul_mul_smul_comm, trace_smul, hP, hPP, smul_eq_mul, mul_one]
  constructor
  · linear_combination (-(U : ℂ) / 4) * he'
  · ring

/-- A unitary acting on spin alone turns an electron polarized along z into one along x, yet for a
normalized orbital the energy without spin-off-diagonal blocks goes from 0 to `U/4`. -/
theorem spinDiagonal_not_invariant (U : ℝ) (φ : o → ℂ) (hφ : ∑ i, φ i * star (φ i) = 1) :
    (1 : Matrix o o ℂ) ⊗ₖ spinRotation ∈ Matrix.unitaryGroup (o × Fin 2) ℂ ∧
    ((1 : Matrix o o ℂ) ⊗ₖ spinRotation) * electron φ ![0, 0, 1] *
      ((1 : Matrix o o ℂ) ⊗ₖ spinRotation)ᴴ = electron φ ![1, 0, 0] ∧
    dudarev U (spinDiagonal (electron φ ![0, 0, 1])) = 0 ∧
    dudarev U (spinDiagonal (electron φ ![1, 0, 0])) = (U : ℂ) / 4 := by
  have hc : (1 + Complex.I) / 2 * star ((1 + Complex.I) / 2) = 1 / 2 := by
    have h : star ((1 + Complex.I) / 2) = (1 - Complex.I) / 2 := by
      apply Complex.ext <;> simp
    rw [h]
    linear_combination (-1 / 4 : ℂ) * Complex.I_sq
  have hH : (!![1, 1; 1, -1] : Matrix (Fin 2) (Fin 2) ℂ)ᴴ = !![1, 1; 1, -1] := by
    ext i j
    fin_cases i <;> fin_cases j <;> simp [Matrix.conjTranspose_apply]
  -- the spin densities of the two polarizations
  have hz : (1 / 2 : ℂ) • ((1 : Matrix (Fin 2) (Fin 2) ℂ) +
      ∑ a, (((![0, 0, 1] : Fin 3 → ℝ) a : ℝ) : ℂ) • pauli a) = !![1, 0; 0, 0] := by
    ext i j
    fin_cases i <;> fin_cases j <;>
      simp [pauli, Fin.sum_univ_three] <;> norm_num
  have hx : (1 / 2 : ℂ) • ((1 : Matrix (Fin 2) (Fin 2) ℂ) +
      ∑ a, (((![1, 0, 0] : Fin 3 → ℝ) a : ℝ) : ℂ) • pauli a) =
      !![1 / 2, 1 / 2; 1 / 2, 1 / 2] := by
    ext i j
    fin_cases i <;> fin_cases j <;>
      simp [pauli, Fin.sum_univ_three]
  -- the phase of the rotation drops out of the conjugation
  have hR : ∀ S : Matrix (Fin 2) (Fin 2) ℂ, spinRotation * S * spinRotationᴴ =
      (1 / 2 : ℂ) • (!![1, 1; 1, -1] * S * !![1, 1; 1, -1]) := by
    intro S
    rw [spinRotation, conjTranspose_smul, smul_mul_assoc, smul_mul_smul_comm, hc, hH]
  refine ⟨?_, ?_, ?_, ?_⟩
  · have h1 : spinRotation * spinRotationᴴ = 1 := by
      have h := hR 1
      rw [mul_one, mul_one] at h
      rw [h]
      ext i j
      fin_cases i <;> fin_cases j <;>
        simp <;> norm_num
    rw [Matrix.mem_unitaryGroup_iff, star_eq_conjTranspose, conjTranspose_kronecker,
      ← mul_kronecker_mul, h1, conjTranspose_one, one_mul, one_kronecker_one]
  · rw [electron, electron, conjTranspose_kronecker, ← mul_kronecker_mul, ← mul_kronecker_mul,
      conjTranspose_one, one_mul, mul_one, hR, hz, hx]
    congr 1
    ext i j
    fin_cases i <;> fin_cases j <;>
      simp
  · rw [(one_electron U φ hφ ![0, 0, 1] (by simp)).2]
    simp
  · rw [(one_electron U φ hφ ![1, 0, 0] (by simp)).2]
    simp

end

end NoncollinearDudarev
```

```lean
#print axioms NoncollinearDudarev.exists_charge_moment
#print axioms NoncollinearDudarev.dudarev_unitary
#print axioms NoncollinearDudarev.spinDiagonal_exact_iff
#print axioms NoncollinearDudarev.spinDiagonal_not_invariant
```

```
'NoncollinearDudarev.exists_charge_moment' depends on axioms: [propext, Classical.choice, Quot.sound]
'NoncollinearDudarev.dudarev_unitary' depends on axioms: [propext, Classical.choice, Quot.sound]
'NoncollinearDudarev.spinDiagonal_exact_iff' depends on axioms: [propext, Classical.choice, Quot.sound]
'NoncollinearDudarev.spinDiagonal_not_invariant' depends on axioms: [propext, Classical.choice, Quot.sound]
```

## From the block algebra to the Lean proofs

`exists_charge_moment` supplies the four block combinations above as witnesses. Hermiticity of \(n\), read entry by entry, makes each of them Hermitian, and a check of the four spin index pairs recovers \(n\).

`pauli_trace` computes the Pauli traces case by case. In `dudarev_spinor`, `h1` is \(\operatorname{tr}n=\operatorname{tr}\rho\). For `h2`, `simp` expands the square, combines Kronecker products through `mul_kronecker_mul` and inserts the Pauli traces; `ring` collects the surviving terms.

`dudarev_unitary` has the two steps of the derivation: `hsq` inserts \(V^\dagger V=1\) into the square, and `ht` is cyclicity of the trace.

In `dudarev_spinDiagonal`, the identity `h` says that the truncated matrix is again a `spinor`, with moments `![0, 0, m 2]`. The general energy formula then applies to it.

`spinDiagonal_exact_iff` first proves that \(\operatorname{tr}A^2\) is a sum of squared moduli (`tr_sq`), that this sum is non-negative (`nonneg`), and that it vanishes only for the zero matrix (`zero`). Equality of the energies, after cancelling \(U\), gives \(\operatorname{tr}m_x^2+\operatorname{tr}m_y^2=0\). Two non-negative numbers with sum zero are both zero, which `linarith` supplies. The converse is substitution.

`one_electron` rewrites the electron as a `spinor` with moments \(e_aP\) (`hs`) and obtains \(\operatorname{tr}P^2=1\) by factoring a double sum (`hPP`). The unit length of \(e\) is used only for the zero of the full energy.

`spinDiagonal_not_invariant` collects four facts: \(1\otimes R\) is unitary, it carries the z-polarised electron to the x-polarised one, and the truncated energies of the two are \(0\) and \(U/4\). The lemma `hR` reduces conjugation by \(R\) to the real matrix product shown above, since the phase of \(R\) cancels. `hz` and `hx` evaluate the two spin densities, and the energies come from `one_electron`.
